# The slope of the high-dimensional Metropolis acceptance 2Φ(−s/2) in the scaled step s is −φ(s/2)

Take random-walk Metropolis in equilibrium on a target whose d coordinates are independent with the same smooth density f, and let the Gaussian proposal have variance ℓ²/d in each coordinate. Under standard regularity conditions, the mean acceptance tends to A(s) = 2 P(Z ≤ −s/2) as d → ∞. Here Z is a standard normal variable and s = ℓ√I is the scaled step, with I the mean of ((log f)′)² under f. The file takes this formula as a definition for all real s and does not derive it from a Markov chain. The theorem `hasDerivAt_acceptance` says that A has derivative −φ(s/2) at every real s, where φ is the standard normal density. The attempt writes the half-line probability as a constant plus an integral of φ and differentiates it by the fundamental theorem of calculus. The chain rule for −s/2 and the evenness of φ are then meant to give the result.

As first written in Lean, the proof fails:

```lean
import Mathlib

open MeasureTheory ProbabilityTheory Filter Set
open scoped Topology Real

namespace HasDerivAtAcceptance

noncomputable section

/-- The high-dimensional Metropolis acceptance `A(s) = 2 P(Z ≤ -s/2)` at scaled step `s`,
with `Z` standard normal. -/
def acceptance (s : ℝ) : ℝ := 2 * (gaussianReal 0 1).real (Iic (-s / 2))

/-- The standard normal density `φ(x)`. -/
def phi (x : ℝ) : ℝ := Real.exp (-x ^ 2 / 2) / √(2 * π)

/-- The normal density is positive. -/
lemma phi_pos (x : ℝ) : 0 < phi x := by unfold phi; positivity

/-- Lengthening the step lowers the acceptance at the rate `φ(s/2)`. -/
theorem hasDerivAt_acceptance (s : ℝ) : HasDerivAt acceptance (-phi (s / 2)) s := by
  have hpdf : gaussianPDFReal 0 1 = phi := by
    funext x
    simp only [gaussianPDFReal, phi, NNReal.coe_one, mul_one, sub_zero]
    ring
  have hint : Integrable phi := hpdf ▸ integrable_gaussianPDFReal 0 1
  have hcont : Continuous phi := by unfold phi; fun_prop
  -- the Gaussian probability of a half-line is an integral of the density
  have hF : ∀ x, (gaussianReal 0 1).real (Iic x)
      = (∫ t in Iic (0 : ℝ), phi t) + ∫ t in (0 : ℝ)..x, phi t := by
    intro x
    rw [← intervalIntegral.integral_Iic_sub_Iic hint.integrableOn hint.integrableOn,
      measureReal_def, gaussianReal_apply_eq_integral 0 one_ne_zero, hpdf,
      ENNReal.toReal_ofReal (integral_nonneg fun t => (phi_pos t).le)]
    ring
  have hD : HasDerivAt (fun x => (gaussianReal 0 1).real (Iic x)) (phi (-s / 2)) (-s / 2) := by
    rw [funext hF]
    exact (hcont.integral_hasStrictDerivAt 0 (-s / 2)).hasDerivAt.const_add _
  have hl : HasDerivAt (fun x : ℝ => -x / 2) (-1 / 2) s := (hasDerivAt_id' s).fun_neg.div_const 2
  have he : phi (-s / 2) = phi (s / 2) := by simp only [phi]; ring_nf
  exact ((hD.comp s hl).const_mul 2).congr_deriv (by rw [he]; ring)

end

end HasDerivAtAcceptance
```

The compiler's answer:

```
Main.lean:41:62: error: No goals to be solved
Main.lean:41:2: error: Type mismatch
  HasDerivAt.congr_deriv (HasDerivAt.const_mul 2 (HasDerivAt.comp s hD hl))
    (Eq.mpr (id (congrArg (fun _a => 2 * (_a * (-1 / 2)) = 2 * (phi (s / 2) * (-1 / 2))) he))
      (Eq.refl (2 * (phi (s / 2) * (-1 / 2)))))
has type
  HasDerivAt (fun y => 2 * ((fun x => (gaussianReal 0 1).real (Iic x)) ∘ fun x => -x / 2) y)
    (2 * (phi (s / 2) * (-1 / 2))) s
but is expected to have type
  HasDerivAt acceptance (-phi (s / 2)) s
```

Cause. Both errors come from the last line. When the `by` block ran, the right side of the equation that `congr_deriv` needs was still open, not yet fixed as `-phi (s / 2)`. After `rw [he]`, the `rfl` that `rw` tries by itself closed the goal by filling that side with the left one, `2 * (phi (s / 2) * (-1 / 2))`. So `ring` had "No goals to be solved", and the finished term had this product as its derivative. The product equals `-phi (s / 2)` by algebra, but Lean does not see that by unfolding definitions, hence the type mismatch. The function is also printed differently in the message, but that difference does not cause the final mismatch: `h3` accepts `h2` as a statement about `acceptance`.

In the repair, `h3` states the derivative with its unsimplified value, and `h4` writes out both sides of the needed equation, so nothing is left open. `linarith` proves `h4` using `he` from the context, and `h4 ▸ h3` puts the wanted value into the derivative. `h2` only names the derivative statement that the failing line had already built.

The mended proof, as a diff:

```diff
@@ -39,5 +39,8 @@
   have hl : HasDerivAt (fun x : ℝ => -x / 2) (-1 / 2) s := (hasDerivAt_id' s).fun_neg.div_const 2
   have he : phi (-s / 2) = phi (s / 2) := by simp only [phi]; ring_nf
-  exact ((hD.comp s hl).const_mul 2).congr_deriv (by rw [he]; ring)
+  have h2 := (hD.comp s hl).const_mul 2
+  have h3 : HasDerivAt acceptance (2 * (phi (-s / 2) * (-1 / 2))) s := h2
+  have h4 : 2 * (phi (-s / 2) * (-1 / 2)) = -phi (s / 2) := by linarith
+  exact h4 ▸ h3
 
 end
```
